# A correlator's first-order response changes a projected energy only through the excluded space

## Why does my commutator term come out as zero?

To get a dipole moment from a transcorrelated calculation, I differentiate the energy with respect to the field. My correlator depends on the field too, so I add the expectation value of the commutator [M,K] to that of the bare perturbation, where M is the transformed Hamiltonian at zero field and K the derivative of the correlator. But when I multiply the basis-set matrices of M and K, this term is always zero. Does the correlator response really not matter?

## The commutator must be formed before it is projected

It can matter, but your matrix product has removed it. Let P project onto the basis, meaning the space of many-electron states in which you diagonalise M, and let Q = 1 − P. M need not be symmetric, so take a right vector r and a left vector l in the basis, with

Pr = r, lᵀP = lᵀ, PMPr = Er, lᵀPMP = Elᵀ.

It follows that PMr = Er and lᵀMP = Elᵀ. Now insert 1 = P + Q between M and K:

lᵀ[M,K]r = lᵀ(MPK − KPM)r + lᵀ(MQK − KQM)r.

The first bracket is what your basis-set matrices give. Its two terms are

lᵀMPKr = E lᵀKr and lᵀKPMr = E lᵀKr,

so they cancel. What remains passes through Q:

lᵀ[M,K]r = lᵀ(MQK − KQM)r.

For the energy derivative, let V be the bare perturbation and F the field. Take the correlator, which is the exponent of the transformation, to be linear in F, and let its zero-field part commute with K and V, as it does when all three are functions of the electron positions. Then

H(F) = exp(−FK)(M + FV)exp(FK), H′(0) = V + MK − KM.

Suppose PH(F)P r(F) = E(F) r(F) near F = 0, with r(F) differentiable at zero and lᵀr(0) ≠ 0. Then near zero field

E(F) = lᵀPH(F)Pr(F) / lᵀr(F).

The numerator has the derivative lᵀH′(0)r + E lᵀr′ at zero, because lᵀPMP = Elᵀ. The quotient rule subtracts E lᵀr′, so the response of r drops out:

E′(0) = [lᵀVr + lᵀ(MQK − KQM)r] / (lᵀr).

In a complete basis Q = 0 and only the bare term is left, as expected for a similarity transformation. The correlator term also vanishes whenever K commutes with P.

The smallest case with an excluded state has two levels, 0 and 1, of which only level 0 is kept. Take M with diagonal a, c and coupling b, and K with K₁₀ = k, K₀₁ = −k. Then

(MQK − KQM)₀₀ = M₀₁K₁₀ − K₀₁M₁₀ = 2bk,

and the energy derivative is V₀₀ + 2bk. Your 1×1 basis matrices commute and would miss 2bk. This K is antisymmetric, so exp(FK) is orthogonal. A correlator that is a real function of the electron positions has a symmetric K in a real orthonormal basis instead. The two-level term is then (M₀₁ − M₁₀)K₁₀, which is zero for a symmetric M but can be nonzero for the non-symmetric M of a transcorrelated calculation.

Here is the same argument in Lean 4.

```lean
import Mathlib

open Matrix
open scoped Matrix.Norms.Operator Topology

namespace CorrelatorResponse

noncomputable section

variable {n : Type*} [Fintype n] [DecidableEq n]

/-- Left and right vectors `l`, `r` that are left unchanged by `P` and satisfy the left and right
eigenvector equations of the projected Hamiltonian `P M P` with energy `E`. Zero vectors are not
excluded. -/
structure BasisEigenpair (P M : Matrix n n ℝ) (E : ℝ) (l r : n → ℝ) : Prop where
  right_mem : P *ᵥ r = r
  left_mem : l ᵥ* P = l
  right_eig : (P * M * P) *ᵥ r = E • r
  left_eig : l ᵥ* (P * M * P) = E • l

/-- The Hamiltonian `M + F V` in a field `F`, similarity-transformed with the
field-dependent correlator `F K`. -/
def dressed (M V K : Matrix n n ℝ) (F : ℝ) : Matrix n n ℝ :=
  NormedSpace.exp (F • (-K)) * (M + F • V) * NormedSpace.exp (F • K)

/-- For an eigenpair of the projected Hamiltonian, the commutator of Hamiltonian and
correlator response contributes only through the excluded space `1 - P`. -/
theorem commutator_eq_excluded {P M : Matrix n n ℝ} {E : ℝ} {l r : n → ℝ}
    (h : BasisEigenpair P M E l r) (K : Matrix n n ℝ) :
    l ⬝ᵥ (M * K - K * M) *ᵥ r =
      l ⬝ᵥ (M * (1 - P) * K - K * (1 - P) * M) *ᵥ r := by
  have hL : l ᵥ* (M * P) = E • l := by
    calc l ᵥ* (M * P) = (l ᵥ* P) ᵥ* (M * P) := by rw [h.left_mem]
      _ = l ᵥ* (P * M * P) := by rw [Matrix.vecMul_vecMul, mul_assoc]
      _ = E • l := h.left_eig
  have hR : (P * M) *ᵥ r = E • r := by
    calc (P * M) *ᵥ r = (P * M) *ᵥ (P *ᵥ r) := by rw [h.right_mem]
      _ = (P * M * P) *ᵥ r := by rw [Matrix.mulVec_mulVec]
      _ = E • r := h.right_eig
  -- the two contributions from inside the basis are equal
  have h1 : l ⬝ᵥ (M * P * K) *ᵥ r = E * (l ⬝ᵥ K *ᵥ r) := by
    rw [← Matrix.mulVec_mulVec, Matrix.dotProduct_mulVec l (M * P), hL,
      smul_dotProduct, smul_eq_mul]
  have h2 : l ⬝ᵥ (K * (P * M)) *ᵥ r = E * (l ⬝ᵥ K *ᵥ r) := by
    rw [← Matrix.mulVec_mulVec, hR, Matrix.mulVec_smul, dotProduct_smul, smul_eq_mul]
  have hs : M * K - K * M = (M * (1 - P) * K - K * (1 - P) * M)
      + (M * P * K - K * (P * M)) := by noncomm_ring
  rw [hs, Matrix.add_mulVec, dotProduct_add, Matrix.sub_mulVec (M * P * K),
    dotProduct_sub l ((M * P * K) *ᵥ r), h1, h2, sub_self, add_zero]

/-- For an eigenpair of the projected Hamiltonian, the commutator contribution vanishes
if the correlator response commutes with `P`. -/
theorem commutator_eq_zero_of_commute {P M K : Matrix n n ℝ} {E : ℝ} {l r : n → ℝ}
    (h : BasisEigenpair P M E l r) (hc : K * P = P * K) :
    l ⬝ᵥ (M * K - K * M) *ᵥ r = 0 := by
  have hr : (1 - P) *ᵥ r = 0 := by
    rw [Matrix.sub_mulVec, Matrix.one_mulVec, h.right_mem, sub_self]
  have hl : l ᵥ* (1 - P) = 0 := by
    rw [Matrix.vecMul_sub, Matrix.vecMul_one, h.left_mem, sub_self]
  -- move the excluded-space projector next to the states
  have e : M * (1 - P) * K - K * (1 - P) * M
      = M * K * (1 - P) - (1 - P) * (K * M) := by
    linear_combination (norm := noncomm_ring) M * hc + hc * M
  have h1 : l ⬝ᵥ (M * K * (1 - P)) *ᵥ r = 0 := by
    rw [← Matrix.mulVec_mulVec, hr, Matrix.mulVec_zero, dotProduct_zero]
  have h2 : l ⬝ᵥ ((1 - P) * (K * M)) *ᵥ r = 0 := by
    rw [← Matrix.mulVec_mulVec, Matrix.dotProduct_mulVec, hl, zero_dotProduct]
  rw [commutator_eq_excluded h, e, Matrix.sub_mulVec (M * K * (1 - P)),
    dotProduct_sub, h1, h2, sub_self]

/-- At zero field the transformed Hamiltonian is `M`. -/
theorem dressed_zero (M V K : Matrix n n ℝ) : dressed M V K 0 = M := by
  simp [dressed, NormedSpace.exp_zero]

/-- At zero field, the derivative of the transformed Hamiltonian is the bare perturbation plus the
commutator of Hamiltonian and correlator response. -/
theorem hasDerivAt_dressed (M V K : Matrix n n ℝ) :
    HasDerivAt (dressed M V K) (V + (M * K - K * M)) 0 := by
  have h1 := hasDerivAt_exp_smul_const (𝕂 := ℝ) (-K) (0 : ℝ)
  have h2 : HasDerivAt (fun F : ℝ => M + F • V) V 0 :=
    (((hasDerivAt_id' (0 : ℝ)).smul_const V).const_add M).congr_deriv (one_smul ℝ V)
  have h3 := hasDerivAt_exp_smul_const (𝕂 := ℝ) K (0 : ℝ)
  refine ((h1.fun_mul h2).fun_mul h3).congr_deriv ?_
  simp only [zero_smul, NormedSpace.exp_zero, one_mul, mul_one, add_zero]
  noncomm_ring

omit [DecidableEq n] in
/-- Product rule for a matrix element `l · A(F) r(F)` with a fixed left vector. -/
theorem hasDerivAt_element {A : ℝ → Matrix n n ℝ} {A' : Matrix n n ℝ}
    {r : ℝ → n → ℝ} {r' : n → ℝ} {x : ℝ} (l : n → ℝ)
    (hA : HasDerivAt A A' x) (hr : HasDerivAt r r' x) :
    HasDerivAt (fun F => l ⬝ᵥ A F *ᵥ r F)
      (l ⬝ᵥ A' *ᵥ r x + l ⬝ᵥ A x *ᵥ r') x := by
  have hA' : ∀ i j, HasDerivAt (fun F => A F i j) (A' i j) x := fun i j =>
    (LinearMap.toContinuousLinearMap
      (Matrix.entryLinearMap ℝ ℝ i j)).hasFDerivAt.comp_hasDerivAt x hA
  have hr' := hasDerivAt_pi.1 hr
  have hs := HasDerivAt.fun_sum (u := Finset.univ) fun i _ =>
    (HasDerivAt.fun_sum (u := Finset.univ) fun j _ =>
      (hA' i j).fun_mul (hr' j)).const_mul (l i)
  refine hs.congr_deriv ?_
  simp only [dotProduct, Matrix.mulVec, Finset.sum_add_distrib, mul_add]

/-- Along a differentiable branch of projected eigenvectors whose zero-field left and right
vectors overlap, the energy derivative at zero field is the bare expectation value plus
a correlator term that passes only through the excluded space. -/
theorem energy_response {P M V K : Matrix n n ℝ} {E : ℝ → ℝ} {l : n → ℝ}
    {r : ℝ → n → ℝ} {r' : n → ℝ} (h : BasisEigenpair P M (E 0) l (r 0))
    (hr : HasDerivAt r r' 0) (hne : l ⬝ᵥ r 0 ≠ 0)
    (heig : ∀ᶠ F in 𝓝 (0 : ℝ), (P * dressed M V K F * P) *ᵥ r F = E F • r F) :
    HasDerivAt E ((l ⬝ᵥ V *ᵥ r 0 +
      l ⬝ᵥ (M * (1 - P) * K - K * (1 - P) * M) *ᵥ r 0) / (l ⬝ᵥ r 0)) 0 := by
  have hN := hasDerivAt_element l
    (((hasDerivAt_dressed M V K).const_mul P).mul_const P) hr
  have hD : HasDerivAt (fun F => l ⬝ᵥ r F) (l ⬝ᵥ r') 0 :=
    HasDerivAt.fun_sum fun i _ => (hasDerivAt_pi.1 hr i).const_mul (l i)
  -- near zero field the energy is a quotient of matrix elements
  have hE : E =ᶠ[𝓝 0]
      fun F => (l ⬝ᵥ (P * dressed M V K F * P) *ᵥ r F) / (l ⬝ᵥ r F) := by
    filter_upwards [heig, hD.continuousAt.eventually_ne hne] with F h1 h2
    rw [h1, dotProduct_smul, smul_eq_mul, mul_div_cancel_right₀ _ h2]
  refine ((hN.fun_div hD hne).congr_of_eventuallyEq hE).congr_deriv ?_
  have hP : ∀ X : Matrix n n ℝ, l ⬝ᵥ (P * X * P) *ᵥ r 0 = l ⬝ᵥ X *ᵥ r 0 := by
    intro X
    rw [← Matrix.mulVec_mulVec, h.right_mem, ← Matrix.mulVec_mulVec,
      Matrix.dotProduct_mulVec, h.left_mem]
  -- the left eigenvector equation turns the response of `r` into an overlap
  have hl : ∀ v : n → ℝ, l ⬝ᵥ (P * M * P) *ᵥ v = E 0 * (l ⬝ᵥ v) := by
    intro v
    rw [Matrix.dotProduct_mulVec, h.left_eig, smul_dotProduct, smul_eq_mul]
  rw [dressed_zero, hl, hl, hP, Matrix.add_mulVec, dotProduct_add,
    commutator_eq_excluded h]
  field_simp
  ring

/-- A two-level Hamiltonian with one basis state retained: the projector is idempotent and
the retained state is an eigenpair with energy `a`. -/
theorem twoLevel_witness (a b c : ℝ) :
    (!![1, 0; 0, 0] : Matrix (Fin 2) (Fin 2) ℝ) * !![1, 0; 0, 0] = !![1, 0; 0, 0] ∧
    BasisEigenpair !![1, 0; 0, 0] !![a, b; b, c] a ![1, 0] ![1, 0] := by
  refine ⟨?_, ?_, ?_, ?_, ?_⟩
  · ext i j
    fin_cases i <;> fin_cases j <;> simp [Matrix.mul_apply, Fin.sum_univ_succ]
  all_goals
    ext i
    fin_cases i <;> simp [Matrix.mulVec, Matrix.vecMul, dotProduct,
      Matrix.mul_apply, Fin.sum_univ_succ]

/-- In the two-level model with coupling `b` and an antisymmetric correlator response of
strength `k`, the energy of the retained state has the derivative `V₀₀ + 2 b k`. -/
theorem twoLevel_response (a b c k : ℝ) (V : Matrix (Fin 2) (Fin 2) ℝ) :
    HasDerivAt (fun F => dressed !![a, b; b, c] V !![0, -k; k, 0] F 0 0)
      (V 0 0 + 2 * b * k) 0 := by
  have h := energy_response (P := !![1, 0; 0, 0]) (M := !![a, b; b, c]) (V := V)
    (K := !![0, -k; k, 0]) (l := ![1, 0]) (r := fun _ => ![1, 0]) (r' := 0)
    (E := fun F => dressed !![a, b; b, c] V !![0, -k; k, 0] F 0 0)
    (by simpa [dressed_zero] using (twoLevel_witness a b c).2)
    (hasDerivAt_const _ _) (by simp [dotProduct, Fin.sum_univ_succ])
    (Filter.Eventually.of_forall fun F => by
      ext i
      fin_cases i <;> simp [Matrix.mulVec, Matrix.vecMul, dotProduct,
        Matrix.mul_apply, Fin.sum_univ_succ])
  -- the excluded space is the second level
  have hQ : (1 : Matrix (Fin 2) (Fin 2) ℝ) - !![1, 0; 0, 0] = !![0, 0; 0, 1] := by
    ext i j
    fin_cases i <;> fin_cases j <;> simp
  refine h.congr_deriv ?_
  rw [hQ]
  simp [Matrix.mulVec, dotProduct, Fin.sum_univ_succ]
  ring

end

end CorrelatorResponse
```

```lean
#print axioms CorrelatorResponse.commutator_eq_zero_of_commute
#print axioms CorrelatorResponse.energy_response
#print axioms CorrelatorResponse.twoLevel_response
```

```
'CorrelatorResponse.commutator_eq_zero_of_commute' depends on axioms: [propext, Classical.choice, Quot.sound]
'CorrelatorResponse.energy_response' depends on axioms: [propext, Classical.choice, Quot.sound]
'CorrelatorResponse.twoLevel_response' depends on axioms: [propext, Classical.choice, Quot.sound]
```

`BasisEigenpair P M E l r` holds the four conditions on l and r. The expression `l ⬝ᵥ A *ᵥ r` is lᵀAr, and `l ᵥ* A` is lᵀA. `P` may be any real matrix that meets these conditions; idempotence is not assumed, though the two-level projector has it. `dressed` is H(F), with a correlator exponent linear in the field and a fixed basis.

`commutator_eq_excluded` is the first identity. In its proof `hL` and `hR` are the one-sided eigenvector equations, `h1` and `h2` evaluate the two terms that cancel, and `hs` inserts P + Q. `commutator_eq_zero_of_commute` moves Q next to r or l, where it gives zero.

`hasDerivAt_dressed` differentiates H(F) by the product rule, and `hasDerivAt_element` does the same for a matrix element with fixed l. `energy_response` then writes the energy as the quotient (`hE`), removes the response of r with `hl`, and applies the first identity. Differentiability of E is a conclusion; that of r(F) is a hypothesis, which stands for following one state smoothly as the field is switched on. The condition lᵀr(0) ≠ 0 rules out left and right states that are orthogonal, which a non-symmetric Hamiltonian allows.

`twoLevel_witness` checks the conditions for the two-level model, and `twoLevel_response` applies the general formula with a constant r.

All matrices are real and finite, so the excluded space is a finite model of the many-electron states that an actual basis set leaves out. Within that model, the correlator term can be computed from matrix elements of M and K between the basis and the excluded space, or by working out the commutator as an operator before projecting it. A finite-difference derivative of E(F) also contains the term, provided that H(F) is formed before it is projected.
